# Hydrogen 1s → 2p: the length and velocity forms agree when integrated over all radii and disagree once a sphere around the nucleus is cut out

## Does removing the core region always spoil the velocity form?

Take one hydrogen atom in atomic units, with r the distance from the nucleus and the radial functions

    R1s(r) = 2 e^(−r),    R2p(r) = r e^(−r/2) / (2√6).

For a cut radius c ≥ 0 I define a velocity integral and a length integral over the region outside the cut, with R1s′ the derivative of R1s:

    V(c) = ∫ over r > c of r² R2p R1s′ dr,    L(c) = ∫ over r > c of r³ R2p R1s dr.

With no cut I get V(0) ≈ −0.4839 and L(0) ≈ 1.2903. The ratio is −3/8, minus the 1s → 2p transition energy, and L(0)²/4 ≈ 0.4162 looks like 2¹³/3⁹. With a cut at one bohr I get V(1) ≈ −0.4521, which matches neither −(3/8) L(0) nor −(3/8) L(1) ≈ −0.4749. I ran into this while thinking about the part of a momentum matrix element that sits inside a PAW augmentation sphere. I believe that for this transition every c > 0, however small, lowers |V| strictly and breaks the agreement. Can that be made rigorous, with the exact constants, and checked by a machine?

## One integration by parts carries the factor 3/8

Yes, for this one-electron, one-centre transition the claim holds for every c > 0.

First, where the two integrals come from. For the Hamiltonian H = −∇²/2 − 1/r and the coordinate z, the commutator is [H, z] = −∂/∂z. Between eigenstates with energies E₂ (2p) and E₁ (1s), and with ω = E₂ − E₁, this gives

    ⟨2p| ∂/∂z |1s⟩ = −ω ⟨2p| z |1s⟩.

The 1s state is spherical, so ∂/∂z acts on it as cos θ · d/dr, while z = r cos θ, with θ the polar angle. For the 2p state with m = 0, whose angular part is proportional to cos θ (for m = ±1 both matrix elements vanish), both sides carry the same angular factor 1/√3, and what remains is V(0) = −ω L(0). The oscillator strength 2ω |⟨2p|z|1s⟩|² and its velocity version (2/ω) |⟨2p|∂/∂z|1s⟩|² become

    f_L(c) = (2/3) ω L(c)²,    f_V(c) = 2 V(c)² / (3ω),

where c = 0 is the physical value. The levels E_n = −1/(2n²) give ω = −1/8 + 1/2 = 3/8.

Now the integrals. Since R1s′ = −2 e^(−r) and e^(−r/2) e^(−r) = e^(−3r/2), the integrands are

    r² R2p R1s′ = −r³ e^(−3r/2) / √6,    r³ R2p R1s = r⁴ e^(−3r/2) / √6.

Define

    T(r) = e^(−3r/2) (2r³/3 + 4r²/3 + 16r/9 + 32/27).

The product rule gives

    T′(r) = e^(−3r/2) [ (−r³ − 2r² − 8r/3 − 16/9) + (2r² + 8r/3 + 16/9) ] = −r³ e^(−3r/2),

and T(r) → 0 as r → ∞ because every rⁿ e^(−3r/2) does. Hence T(c) is the integral of r³ e^(−3r/2) over r > c, and

    V(c) = −T(c) / √6.

For the fourth moment, differentiate r⁴ e^(−3r/2):

    d/dr [ r⁴ e^(−3r/2) ] = 4 r³ e^(−3r/2) − (3/2) r⁴ e^(−3r/2).

Integrating over r > c, the left side gives −c⁴ e^(−3c/2) and the right side gives 4 T(c) − (3/2) √6 L(c). Solving for L,

    L(c) = [ (2/3) c⁴ e^(−3c/2) + (8/3) T(c) ] / √6.

Multiply by ω = 3/8: the term (8/3) T(c) turns into T(c) and cancels against V(c), and (3/8)(2/3) = 1/4 is left in front of the boundary term:

    V(c) + ω L(c) = c⁴ e^(−3c/2) / (4√6).

At c = 0 the right side vanishes, so V(0) = −ω L(0). With T(0) = 32/27 one finds L(0) = 256/(81√6), then L(0)² = 2¹⁶/(3⁸ · 6) = 2¹⁵/3⁹ and L(0)²/4 = 2¹³/3⁹. As (2/3) ω = 1/4, this number is f_L(0). Substituting V(0)² = ω² L(0)² into f_V(0) gives (2/3) ω L(0)², so f_V(0) = f_L(0).

For c ≥ 0 all coefficients of the polynomial in T are positive, so |V(c)| = T(c)/√6. For r > 0 the derivative T′ is negative, so T decreases strictly on [0, ∞), and |V| with it. For c > 0 four things follow. |V(c)| < |V(0)|. V(c) ≠ −ω L(0), because −ω L(0) is V(0), whose magnitude is larger. Squaring and multiplying by 2/(3ω) > 0 gives f_V(c) < f_V(0) = f_L(0). Finally the boundary term is positive, so V(c) > −ω L(c): cutting both integrals at the same radius does not repair the relation. At c = 1 that term is e^(−3/2)/(4√6) ≈ 0.0228, the gap between your −0.4521 and −0.4749. Splitting r > 0 into 0 < r ≤ c and r > c shows that the velocity integral over the sphere, added to V(c), returns V(0) = −ω L(0).

## The Lean file

```lean
import Mathlib

open MeasureTheory Set Filter Topology

namespace HydrogenLengthVelocity

noncomputable section

/-- Radial function of hydrogen 1s in atomic units. -/
def R1s (r : ℝ) : ℝ := 2 * Real.exp (-r)

/-- Radial function of hydrogen 2p in atomic units. -/
def R2p (r : ℝ) : ℝ := r * Real.exp (-r / 2) / (2 * Real.sqrt 6)

/-- Bohr energy level `-1/(2n²)` in Hartree. -/
def level (n : ℕ) : ℝ := -1 / (2 * (n : ℝ) ^ 2)

/-- Transition frequency `ω = E₂ - E₁`. -/
def bohrFreq : ℝ := level 2 - level 1

/-- Radial integrand of the velocity form, `r² R2p R1s'`. -/
def velDensity (r : ℝ) : ℝ := r ^ 2 * R2p r * deriv R1s r

/-- Radial integrand of the length form, `r³ R2p R1s`. -/
def lenDensity (r : ℝ) : ℝ := r ^ 3 * R2p r * R1s r

/-- Velocity-form radial integral over the region `r > c`. -/
def V (c : ℝ) : ℝ := ∫ r in Ioi c, velDensity r

/-- Length-form radial integral over the region `r > c`. -/
def L (c : ℝ) : ℝ := ∫ r in Ioi c, lenDensity r

/-- Velocity-form oscillator strength `2 V² / (3 ω)` from the region `r > c`. -/
def fVelocity (c : ℝ) : ℝ := 2 / (3 * bohrFreq) * V c ^ 2

/-- Length-form oscillator strength `(2/3) ω L²` from the region `r > c`. -/
def fLength (c : ℝ) : ℝ := 2 / 3 * bohrFreq * L c ^ 2

/-- The function `e^{-3r/2} (2r³/3 + 4r²/3 + 16r/9 + 32/27)`. -/
def tail (r : ℝ) : ℝ :=
  Real.exp (-(3 / 2) * r) * (2 / 3 * r ^ 3 + 4 / 3 * r ^ 2 + 16 / 9 * r + 32 / 27)

/-- The transition frequency is `3/8` Hartree. -/
theorem bohrFreq_eq : bohrFreq = 3 / 8 := by
  norm_num [bohrFreq, level]

/-- `rⁿ e^{-3r/2}` vanishes as `r → ∞`. -/
theorem decay (n : ℕ) :
    Tendsto (fun r : ℝ => r ^ n * Real.exp (-(3 / 2) * r)) atTop (𝓝 0) := by
  have h := ((Real.tendsto_pow_mul_exp_neg_atTop_nhds_zero n).comp
    (tendsto_id.const_mul_atTop (by norm_num : (0 : ℝ) < 3 / 2))).const_mul ((2 / 3 : ℝ) ^ n)
  rw [mul_zero] at h
  refine h.congr fun r => ?_
  show (2 / 3 : ℝ) ^ n * ((3 / 2 * r) ^ n * Real.exp (-(3 / 2 * r))) =
    r ^ n * Real.exp (-(3 / 2) * r)
  have h1 : 2 / 3 * (3 / 2 * r) = r := by ring
  rw [← mul_assoc, ← mul_pow, neg_mul, h1]

/-- `tail` has derivative `-r³ e^{-3r/2}` and vanishes as `r → ∞`. -/
theorem tail_spec :
    (∀ r, HasDerivAt tail (-(r ^ 3 * Real.exp (-(3 / 2) * r))) r) ∧ Tendsto tail atTop (𝓝 0) := by
  constructor
  · intro r
    have he := ((hasDerivAt_id' r).const_mul (-(3 / 2) : ℝ)).exp
    have hp := ((((hasDerivAt_pow 3 r).const_mul (2 / 3 : ℝ)).fun_add
      ((hasDerivAt_pow 2 r).const_mul (4 / 3 : ℝ))).fun_add
      ((hasDerivAt_id' r).const_mul (16 / 9 : ℝ))).add_const (32 / 27 : ℝ)
    exact (he.fun_mul hp).congr_deriv (by ring)
  · have h := ((((decay 3).const_mul (2 / 3)).add ((decay 2).const_mul (4 / 3))).add
      ((decay 1).const_mul (16 / 9))).add ((decay 0).const_mul (32 / 27))
    simp only [mul_zero, add_zero] at h
    exact h.congr fun r => by unfold tail; ring

/-- For `c ≥ 0` the velocity integrand is integrable on `r > c` and `V c = -tail c / √6`. -/
theorem velocity_tail {c : ℝ} (hc : 0 ≤ c) :
    IntegrableOn velDensity (Ioi c) ∧ V c = -(tail c / Real.sqrt 6) := by
  have hfun : velDensity =
      fun r => -(1 / Real.sqrt 6) * (r ^ 3 * Real.exp (-(3 / 2) * r)) := by
    funext r
    have hd : deriv R1s r = 2 * (Real.exp (-r) * -1) :=
      ((hasDerivAt_neg' r).exp.const_mul (2 : ℝ)).deriv
    have hs : Real.exp (-(3 / 2) * r) = Real.exp (-r / 2) * Real.exp (-r) := by
      rw [← Real.exp_add]; congr 1; ring
    unfold velDensity R2p
    rw [hd, hs]; ring
  -- `-tail` is the antiderivative that vanishes at infinity
  have hd : ∀ r ∈ Ici c, HasDerivAt (fun r => -tail r) (r ^ 3 * Real.exp (-(3 / 2) * r)) r :=
    fun r _ => (tail_spec.1 r).fun_neg.congr_deriv (neg_neg _)
  have hp : ∀ r ∈ Ioi c, 0 ≤ r ^ 3 * Real.exp (-(3 / 2) * r) := fun r hr => by
    have : 0 ≤ r := hc.trans (le_of_lt hr)
    positivity
  have hl : Tendsto (fun r => -tail r) atTop (𝓝 (-0)) := tail_spec.2.neg
  unfold V
  rw [hfun]
  refine ⟨Integrable.const_mul (integrableOn_Ioi_deriv_of_nonneg' hd hp hl) _, ?_⟩
  rw [integral_const_mul, integral_Ioi_of_hasDerivAt_of_nonneg' hd hp hl]
  ring

/-- For `c ≥ 0` the length integrand is integrable on `r > c` and
`L c = (2 c⁴ e^{-3c/2} / 3 + 8 tail c / 3) / √6`. -/
theorem length_tail {c : ℝ} (hc : 0 ≤ c) :
    IntegrableOn lenDensity (Ioi c) ∧
      L c = (2 / 3 * (c ^ 4 * Real.exp (-(3 / 2) * c)) + 8 / 3 * tail c) / Real.sqrt 6 := by
  have hfun : lenDensity =
      fun r => 1 / Real.sqrt 6 * (r ^ 4 * Real.exp (-(3 / 2) * r)) := by
    funext r
    have hs : Real.exp (-(3 / 2) * r) = Real.exp (-r / 2) * Real.exp (-r) := by
      rw [← Real.exp_add]; congr 1; ring
    unfold lenDensity R2p R1s
    rw [hs]; ring
  -- integration by parts reduces the fourth moment to the third
  have hd : ∀ r ∈ Ici c, HasDerivAt
      (fun r => -(2 / 3 * (r ^ 4 * Real.exp (-(3 / 2) * r)) + 8 / 3 * tail r))
      (r ^ 4 * Real.exp (-(3 / 2) * r)) r := fun r _ => by
    have he := ((hasDerivAt_id' r).const_mul (-(3 / 2) : ℝ)).exp
    exact ((((hasDerivAt_pow 4 r).fun_mul he).const_mul (2 / 3 : ℝ)).fun_add
      ((tail_spec.1 r).const_mul (8 / 3 : ℝ))).fun_neg.congr_deriv (by ring)
  have hp : ∀ r ∈ Ioi c, 0 ≤ r ^ 4 * Real.exp (-(3 / 2) * r) := fun r hr => by
    have : 0 ≤ r := hc.trans (le_of_lt hr)
    positivity
  have hl := (((decay 4).const_mul (2 / 3)).add (tail_spec.2.const_mul (8 / 3))).neg
  unfold L
  rw [hfun]
  refine ⟨Integrable.const_mul (integrableOn_Ioi_deriv_of_nonneg' hd hp hl) _, ?_⟩
  rw [integral_const_mul, integral_Ioi_of_hasDerivAt_of_nonneg' hd hp hl]
  ring

/-- With both forms restricted to `r > c`, `c ≥ 0`, the sum `V + ω L` equals the surface term
`c⁴ e^{-3c/2} / (4√6)`. -/
theorem surface_term {c : ℝ} (hc : 0 ≤ c) :
    V c + bohrFreq * L c = c ^ 4 * Real.exp (-(3 / 2) * c) / (4 * Real.sqrt 6) := by
  rw [(velocity_tail hc).2, (length_tail hc).2, bohrFreq_eq]
  ring

/-- Over all `r > 0`: `V = -ω L = -(3/8) L`, `L²/4 = 2¹³/3⁹`, and the velocity- and length-form
oscillator strengths agree and equal `2¹³/3⁹`. -/
theorem length_velocity :
    V 0 = -(bohrFreq * L 0) ∧ V 0 = -(3 / 8) * L 0 ∧ L 0 ^ 2 / 4 = 2 ^ 13 / 3 ^ 9 ∧
      fVelocity 0 = fLength 0 ∧ fLength 0 = 2 ^ 13 / 3 ^ 9 := by
  -- the surface term vanishes at the nucleus
  have hs : V 0 + bohrFreq * L 0 = 0 := by
    rw [surface_term le_rfl]; ring
  have hV : V 0 = -(bohrFreq * L 0) := by linarith
  have t0 : tail 0 = 32 / 27 := by simp [tail]
  have hL : L 0 = 256 / 81 / Real.sqrt 6 := by
    rw [(length_tail le_rfl).2, t0]; ring
  have hsq : L 0 ^ 2 / 4 = 2 ^ 13 / 3 ^ 9 := by
    rw [hL, div_pow, Real.sq_sqrt (by norm_num : (0 : ℝ) ≤ 6)]; norm_num
  refine ⟨hV, by rw [hV, bohrFreq_eq]; ring, hsq, ?_, ?_⟩
  · unfold fVelocity fLength
    rw [hV, bohrFreq_eq]; ring
  · unfold fLength
    rw [← hsq, bohrFreq_eq]; ring

/-- The magnitude of the velocity integral over `r > c` strictly decreases with `c ≥ 0`. -/
theorem velocity_strictAnti : StrictAntiOn (fun c => |V c|) (Ici 0) := by
  have h6 : 0 < Real.sqrt 6 := by positivity
  have hanti : StrictAntiOn tail (Ici 0) := by
    refine strictAntiOn_of_deriv_neg (convex_Ici 0)
      (fun r _ => (tail_spec.1 r).continuousAt.continuousWithinAt) fun x hx => ?_
    rw [interior_Ici] at hx
    have : 0 < x := hx
    rw [(tail_spec.1 x).deriv]
    exact neg_lt_zero.2 (by positivity)
  have habs : ∀ c : ℝ, 0 ≤ c → |V c| = tail c / Real.sqrt 6 := fun c hc => by
    have : 0 ≤ tail c := by unfold tail; positivity
    rw [(velocity_tail hc).2, abs_neg, abs_of_nonneg (div_nonneg this h6.le)]
  intro a ha b hb hab
  show |V b| < |V a|
  rw [habs a ha, habs b hb]
  exact div_lt_div_of_pos_right (hanti ha hb hab) h6

/-- For `c > 0` the velocity integral over `r > c` is smaller in magnitude than the full one,
differs from `-ω L 0`, gives an oscillator strength below the full length-form value, and
exceeds `-ω L c` when the length form is restricted too. -/
theorem truncation_breaks_equivalence {c : ℝ} (hc : 0 < c) :
    |V c| < |V 0| ∧ V c ≠ -(bohrFreq * L 0) ∧ fVelocity c < fLength 0 ∧
      -(bohrFreq * L c) < V c := by
  have h : |V c| < |V 0| := velocity_strictAnti (mem_Ici.2 le_rfl) (mem_Ici.2 hc.le) hc
  refine ⟨h, fun e => ?_, ?_, ?_⟩
  · rw [e, ← length_velocity.1] at h
    exact lt_irrefl _ h
  · have h2 : V c ^ 2 < V 0 ^ 2 := sq_lt_sq.2 h
    rw [← length_velocity.2.2.2.1]
    unfold fVelocity
    exact mul_lt_mul_of_pos_left h2 (by rw [bohrFreq_eq]; norm_num)
  · have hpos : 0 < c ^ 4 * Real.exp (-(3 / 2) * c) / (4 * Real.sqrt 6) := by positivity
    linarith [surface_term hc.le]

/-- For `c ≥ 0`, the velocity integral inside the sphere `0 < r ≤ c` plus the one outside it
equals `-ω L 0`. -/
theorem augmentation_restores {c : ℝ} (hc : 0 ≤ c) :
    (∫ r in Ioc 0 c, velDensity r) + V c = -(bohrFreq * L 0) := by
  have hdis : Disjoint (Ioc 0 c) (Ioi c) :=
    Set.disjoint_left.mpr fun x h1 h2 => not_lt_of_ge h1.2 h2
  have h := setIntegral_union hdis measurableSet_Ioi
    ((velocity_tail le_rfl).1.mono_set Ioc_subset_Ioi_self) (velocity_tail hc).1
  rw [Ioc_union_Ioi_eq_Ioi hc] at h
  rw [← length_velocity.1]
  exact h.symm

end

end HydrogenLengthVelocity
```

```lean
#print axioms HydrogenLengthVelocity.length_velocity
-- 'HydrogenLengthVelocity.length_velocity' depends on axioms: [propext, Classical.choice, Quot.sound]
#print axioms HydrogenLengthVelocity.truncation_breaks_equivalence
-- 'HydrogenLengthVelocity.truncation_breaks_equivalence' depends on axioms: [propext, Classical.choice, Quot.sound]
#print axioms HydrogenLengthVelocity.augmentation_restores
-- 'HydrogenLengthVelocity.augmentation_restores' depends on axioms: [propext, Classical.choice, Quot.sound]
```

## The theorems in physical terms

`R1s` and `R2p` are the two radial functions, written down as formulas on all real r. `level n` is E_n with the same index n, and `bohrFreq` is `level 2 - level 1`. The level formula is postulated: it stands for the non-relativistic Coulomb spectrum with a fixed point nucleus, in Hartree. Nothing in the definitions ties it to the radial functions, so the agreement of 3/8 from `bohrFreq_eq` with the ratio of the two integrals is a real check and not a matter of definition. `velDensity` contains `deriv R1s r`, the derivative computed from `R1s` itself. `V c` and `L c` integrate over `Ioi c`, the open half-line r > c, with the volume weight r² already inside the integrands. `fVelocity` and `fLength` are f_V and f_L, and `tail` is T. The sign of V and L depends on taking both radial functions positive; the relative sign in V = −ωL does not.

`length_velocity` has no hypothesis and five conclusions: V(0) = −ω L(0), the same with 3/8 written out, L(0)²/4 = 2¹³/3⁹, f_V(0) = f_L(0), and f_L(0) = 2¹³/3⁹. `surface_term` is the boundary formula for c ≥ 0. `velocity_strictAnti` says that c ↦ |V(c)| is strictly decreasing on `Ici 0`, the set c ≥ 0: whenever 0 ≤ a < b, |V(b)| < |V(a)|. `truncation_breaks_equivalence` assumes `0 < c` and states the four consequences in the order above. Its third conclusion compares the truncated velocity strength with the full length strength; the comparison with both forms truncated is the fourth, and it is made for the amplitudes V(c) and −ω L(c). `augmentation_restores` assumes `0 ≤ c` and integrates over `Ioc 0 c`, the interval 0 < r ≤ c, which is empty at c = 0. Mathlib assigns the value zero to the integral of a non-integrable function, which is why `velocity_tail` and `length_tail` also conclude `IntegrableOn`: the values are those of convergent integrals.

The theorems concern radial integrals of two explicit functions. The Hamiltonian, the commutator, the angular integration behind the prefactors 2/3, and the normalisation and eigenfunction property of the two states enter only as the motivation for the definitions. There are no projectors, no smooth partial waves and no periodic crystal. In a PAW calculation the smooth orbitals do contribute inside the sphere and an on-site term corrects that contribution towards the all-electron one, whereas here the interior is either omitted entirely or restored exactly. For this single one-electron transition with one spherical cut, the closed forms give the part of the radial velocity integral that lies inside the sphere, (T(0) − T(c))/√6 in magnitude; the corresponding part of ⟨2p|∂/∂z|1s⟩ is this times the angular factor 1/√3. The oscillator strength is quadratic in V and does not split into an inside and an outside part; omitting the sphere lowers it by f_V(0) − f_V(c) = (8/27)(T(0)² − T(c)²). These expressions follow from the closed forms and are not separate statements of the file.

## From the decay estimate to the four inequalities

`decay` starts from Mathlib's limit xⁿ e^(−x) → 0, composes it with x = 3r/2, and multiplies by (2/3)ⁿ; the step `h1` undoes the rescaling inside the power. `tail_spec` builds the derivative of the exponential (`he`) and of the polynomial (`hp`), applies the product rule through `he.fun_mul hp`, and lets `ring` perform the cancellation displayed for T′. Its second half adds four instances of `decay`, with powers 3, 2, 1 and 0.

In `velocity_tail`, `hfun` is the simplification of the integrand: `hd` evaluates the derivative of `R1s` and `hs` merges the exponentials. What follows is the fundamental theorem of calculus on a half-line. The function −T has derivative r³ e^(−3r/2), this derivative is non-negative for r > c ≥ 0 (`hp`, the one place where `hc` is used), and −T tends to zero (`hl`). From these three facts `integrableOn_Ioi_deriv_of_nonneg'` gives convergence and `integral_Ioi_of_hasDerivAt_of_nonneg'` gives the value, limit at infinity minus value at c. `length_tail` has the same shape. The integration by parts appears as the choice of antiderivative −[(2/3) r⁴ e^(−3r/2) + (8/3) T(r)], whose derivative is verified to be r⁴ e^(−3r/2). `surface_term` inserts both closed forms and ω = 3/8, and `ring` cancels T(c).

`length_velocity` sets c = 0 in `surface_term` to get `hV`, evaluates T(0) = 32/27 in `t0`, obtains L(0) = 256/(81√6) in `hL`, and squares it with `Real.sq_sqrt` in `hsq`. The two statements on oscillator strengths are substitutions of `hV` and `hsq`.

`velocity_strictAnti` applies `strictAntiOn_of_deriv_neg` to T on the convex set c ≥ 0. It needs continuity on the closed half-line and a negative derivative in the interior only, which matters because T′(0) = 0. `habs` removes the absolute value using T ≥ 0, and division by √6 > 0 preserves the strict inequality. `truncation_breaks_equivalence` specialises this to a = 0, b = c. For the second conclusion it assumes equality and rewrites the first into |V(0)| < |V(0)|. For the third it uses `sq_lt_sq` and the positivity of 2/(3ω). For the fourth, `hpos` is the positivity of the boundary term and `linarith` combines it with `surface_term`. `augmentation_restores` shows the two regions disjoint (`hdis`), applies `setIntegral_union` with the integrability from `velocity_tail`, and identifies the union with r > 0 by `Ioc_union_Ioi_eq_Ioi`.

## The cases c = 0 and c = −1

Weaken `0 < c` to 0 ≤ c in `truncation_breaks_equivalence` and take c = 0. All four conclusions fail: |V(0)| < |V(0)| is false, and `length_velocity` gives V(0) = −ω L(0) and f_V(0) = f_L(0), which contradict the other three.

Now remove `0 ≤ c` from `augmentation_restores` and take c = −1, an unphysical radius that Lean's real number c would allow. The interval 0 < r ≤ −1 is empty, so the claim would read V(−1) = V(0). The integrand is continuous on −1 < r ≤ 0, so the antiderivative argument extends to it and

    V(−1) = −T(−1)/√6 = −(2/27) e^(3/2) / √6 ≈ −0.1355,

against V(0) ≈ −0.4839. The same numbers show why the monotonicity is confined to c ≥ 0: r³ changes sign at the origin, the stretch −1 < r < 0 cancels part of the integral, and |V(−1)| is smaller than |V(0)| although −1 < 0. This evaluation at c = −1 and the decimal values throughout are ordinary arithmetic from the closed forms and are not among the statements of the file.
